# Covariance of the Feynman slash under diag(A, (A†)⁻¹) for det A = 1

To boost a Dirac spinor from the rest frame to a moving frame, one multiplies it by a matrix $S$ and expects the result to solve the Dirac equation with the boosted momentum. This step rests on an identity that carries $S$ past the slashed momentum. Here it is proved in the chiral basis for $S=\mathrm{diag}(A,(A^\dagger)^{-1})$, where $A$ is a complex $2\times2$ matrix with $\det A=1$. The application is to the free Dirac equation at a single momentum, without interactions.

## Chiral blocks and four-momenta

```lean
import Mathlib

open Matrix

namespace DiracSpinorCovariance

noncomputable section
```

The first line loads the mathematical library Mathlib. The others make matrix notation available and give the names that follow a common prefix.

```lean
/-- Complex 2×2 matrices, acting on two-component Weyl spinors. -/
abbrev M2 := Matrix (Fin 2) (Fin 2) ℂ
```

`M2` is the type of complex $2\times2$ matrices. `Fin 2` is the index set $\{0,1\}$, so entries are counted from zero.

```lean
/-- Complex 4×4 matrices in chiral blocks, acting on Dirac spinors. -/
abbrev M4 := Matrix (Fin 2 ⊕ Fin 2) (Fin 2 ⊕ Fin 2) ℂ
```

`M4` is the type of complex $4\times4$ matrices. The index set `Fin 2 ⊕ Fin 2` consists of two copies of $\{0,1\}$, one for each chirality, so the chiral blocks are part of the type.

```lean
/-- The Feynman slash of a complex four-vector, given as a 2×2 matrix `X`, in the chiral basis. -/
def slash (X : M2) : M4 := fromBlocks 0 X X.adjugate 0
```

For a $2\times2$ matrix $X$ this defines
$$\mathrm{slash}(X)=\begin{pmatrix}0&X\\ \operatorname{adj}X&0\end{pmatrix},$$
where $\operatorname{adj}X$ is the adjugate, with $X\operatorname{adj}X=\operatorname{adj}X\,X=\det X\cdot 1$. For $X=p^0+\mathbf p\cdot\boldsymbol\sigma$ the adjugate is $p^0-\mathbf p\cdot\boldsymbol\sigma$, and the block matrix is the familiar $\gamma^\mu p_\mu$ in a chiral basis.

```lean
/-- The matrix `diag(A, (A†)⁻¹)` by which `A` acts on Dirac spinors. -/
def spinRep (A : M2) : M4 := fromBlocks A 0 0 (Aᴴ)⁻¹
```

This is $S=\mathrm{diag}(A,(A^\dagger)^{-1})$; the symbol `ᴴ` denotes the conjugate transpose. Lean accepts the definition for every $A$, and the theorems about $S$ add the condition that $A$ is invertible.

```lean
/-- The chirality matrix `diag(-I, I)`. -/
def chirality : M4 := fromBlocks (-1) 0 0 1
```

The chirality matrix is $\mathrm{diag}(-1,1)$, where each entry stands for a $2\times2$ block. With the gamma matrices implied by `slash`, it is minus the common $\gamma^5=i\gamma^0\gamma^1\gamma^2\gamma^3$. The sign has no effect on what commutes with it.

```lean
/-- The matrix `p⁰ + p·σ` of a real four-momentum. -/
def momentum (p : Fin 4 → ℝ) : M2 :=
  !![(p 0 : ℂ) + p 3, (p 1 : ℂ) - p 2 * Complex.I;
     (p 1 : ℂ) + p 2 * Complex.I, (p 0 : ℂ) - p 3]
```

A real four-momentum is a function `p` from $\{0,1,2,3\}$ to the real numbers, and its matrix is
$$p^0+\mathbf p\cdot\boldsymbol\sigma=\begin{pmatrix}p^0+p^3&p^1-ip^2\\p^1+ip^2&p^0-p^3\end{pmatrix}.$$

```lean
/-- The Minkowski square of a four-momentum, with signature `(+,-,-,-)`. -/
def minkowskiSq (p : Fin 4 → ℝ) : ℝ := p 0 ^ 2 - p 1 ^ 2 - p 2 ^ 2 - p 3 ^ 2
```

The Minkowski square is $(p^0)^2-(p^1)^2-(p^2)^2-(p^3)^2$, in units with $c=1$.

## Squares and determinants

```lean
/-- The slashed matrix squares to the determinant of `X` times the identity. -/
theorem slash_sq (X : M2) : slash X * slash X = X.det • (1 : M4) := by
  rw [slash, fromBlocks_multiply, ← fromBlocks_one, fromBlocks_smul,
    Matrix.mul_adjugate, Matrix.adjugate_mul]
  simp
```

The theorem says that $\mathrm{slash}(X)^2=\det X\cdot 1$ for every complex $X$; the symbol `•` is multiplication by a scalar. By hand,
$$\begin{pmatrix}0&X\\ \operatorname{adj}X&0\end{pmatrix}^2=\begin{pmatrix}X\operatorname{adj}X&0\\0&\operatorname{adj}X\,X\end{pmatrix}=\det X\begin{pmatrix}1&0\\0&1\end{pmatrix}.$$
In the proof, `fromBlocks_multiply` performs the block product, and the two adjugate lemmas evaluate the diagonal blocks.

```lean
/-- The determinant of `p⁰ + p·σ` is the Minkowski square of `p`. -/
theorem det_momentum (p : Fin 4 → ℝ) : (momentum p).det = (minkowskiSq p : ℂ) := by
  rw [momentum, Matrix.det_fin_two_of, minkowskiSq]
  push_cast
  linear_combination (p 2 : ℂ) ^ 2 * Complex.I_sq
```

The determinant of the momentum matrix is the Minkowski square:
$$(p^0+p^3)(p^0-p^3)-(p^1-ip^2)(p^1+ip^2)=(p^0)^2-(p^3)^2-(p^1)^2-(p^2)^2.$$
The proof expands the determinant, and `linear_combination` supplies $i^2=-1$. Together with the previous theorem this gives the usual $(\gamma^\mu p_\mu)^2=p^\mu p_\mu\cdot 1$, where $p^\mu p_\mu$ is the Minkowski square.

## Conjugating by the spinor matrix

```lean
/-- The inverse of the spinor matrix `diag(A, (A†)⁻¹)` is `diag(A⁻¹, A†)`. -/
theorem spinRep_inv {A : M2} (hA : IsUnit A.det) :
    (spinRep A)⁻¹ = fromBlocks A⁻¹ 0 0 Aᴴ := by
  have hB : IsUnit (Aᴴ).det := by
    rw [Matrix.det_conjTranspose]
    exact hA.star
  apply Matrix.inv_eq_right_inv
  rw [spinRep, fromBlocks_multiply, Matrix.mul_nonsing_inv _ hA, Matrix.nonsing_inv_mul _ hB]
  simp
```

The hypothesis `IsUnit A.det` means $\det A\neq0$. Since $\det A^\dagger=\overline{\det A}$, the matrix $A^\dagger$ is then invertible too; the proof records this as `hB`. Multiplication gives
$$\mathrm{diag}(A,(A^\dagger)^{-1})\,\mathrm{diag}(A^{-1},A^\dagger)=1,$$
and a right inverse of a square matrix is its inverse, which is the lemma `inv_eq_right_inv`.

```lean
/-- Conjugation by the spinor matrix transforms the two off-diagonal blocks of `slash X`
separately. -/
theorem conj_slash {A : M2} (hA : IsUnit A.det) (X : M2) :
    spinRep A * slash X * (spinRep A)⁻¹ =
      fromBlocks 0 (A * X * Aᴴ) ((Aᴴ)⁻¹ * X.adjugate * A⁻¹) 0 := by
  rw [spinRep_inv hA, spinRep, slash, fromBlocks_multiply, fromBlocks_multiply]
  simp
```

Two block products give the conjugated matrix. First,
$$S\,\mathrm{slash}(X)=\begin{pmatrix}0&AX\\(A^\dagger)^{-1}\operatorname{adj}X&0\end{pmatrix}.$$
Multiplying from the right by $S^{-1}=\mathrm{diag}(A^{-1},A^\dagger)$ then yields
$$S\,\mathrm{slash}(X)\,S^{-1}=\begin{pmatrix}0&AXA^\dagger\\(A^\dagger)^{-1}\operatorname{adj}X\,A^{-1}&0\end{pmatrix}.$$
The upper block is already that of $\mathrm{slash}(AXA^\dagger)$. It remains to compare the lower block with $\operatorname{adj}(AXA^\dagger)$.

```lean
/-- The adjugate of `A X A†` is `(A†)⁻¹ adj(X) A⁻¹` multiplied by `|det A|²`. -/
theorem adjugate_congruence {A : M2} (hA : IsUnit A.det) (X : M2) :
    (A * X * Aᴴ).adjugate =
      (star A.det * A.det) • ((Aᴴ)⁻¹ * X.adjugate * A⁻¹) := by
  have hB : IsUnit (Aᴴ).det := by
    rw [Matrix.det_conjTranspose]
    exact hA.star
  -- for an invertible matrix the adjugate is the determinant times the inverse
  have key : ∀ B : M2, IsUnit B.det → B.adjugate = B.det • B⁻¹ := by
    intro B h
    calc B.adjugate = B⁻¹ * (B * B.adjugate) := by
          rw [← Matrix.mul_assoc, Matrix.nonsing_inv_mul _ h, Matrix.one_mul]
      _ = B.det • B⁻¹ := by rw [Matrix.mul_adjugate, Matrix.mul_smul, Matrix.mul_one]
  rw [Matrix.adjugate_mul_distrib, Matrix.adjugate_mul_distrib, key A hA, key _ hB,
    Matrix.det_conjTranspose, Matrix.smul_mul, Matrix.mul_smul, Matrix.mul_smul, smul_smul,
    Matrix.mul_assoc]
```

For invertible $B$,
$$\operatorname{adj}B=B^{-1}(B\operatorname{adj}B)=\det B\;B^{-1},$$
which the proof calls `key`. The adjugate also reverses products, so
$$\operatorname{adj}(AXA^\dagger)=\operatorname{adj}(A^\dagger)\operatorname{adj}X\operatorname{adj}A=|\det A|^2\,(A^\dagger)^{-1}\operatorname{adj}X\,A^{-1}.$$
In Lean the factor appears as `star A.det * A.det`, where `star` is complex conjugation. Only $A$ has to be invertible; $X$ may be singular, as it is for a lightlike momentum.

```lean
/-- For invertible `A`, the slashed matrices of all four-vectors transform covariantly
exactly when `det A` is a phase. -/
theorem covariance_iff {A : M2} (hA : IsUnit A.det) :
    (∀ X : M2, spinRep A * slash X * (spinRep A)⁻¹ = slash (A * X * Aᴴ)) ↔ ‖A.det‖ = 1 := by
  have hB : IsUnit (Aᴴ).det := by
    rw [Matrix.det_conjTranspose]
    exact hA.star
  have e : star A.det * A.det = ((‖A.det‖ ^ 2 : ℝ) : ℂ) :=
    (mul_comm _ _).trans
      ((Complex.mul_conj A.det).trans (by rw [Complex.normSq_eq_norm_sq]))
  constructor
  · intro h
    -- the unit matrix as test vector already fixes the modulus of the determinant
    have h1 := h 1
    rw [conj_slash hA, slash, adjugate_congruence hA] at h1
    have h2 := (fromBlocks_inj.mp h1).2.2.1
    have hk : Aᴴ * ((Aᴴ)⁻¹ * (1 : M2).adjugate * A⁻¹) * A = 1 := by
      rw [Matrix.adjugate_one, Matrix.mul_one, ← Matrix.mul_assoc,
        Matrix.mul_nonsing_inv _ hB, Matrix.one_mul, Matrix.nonsing_inv_mul _ hA]
    have h3 : (star A.det * A.det) • (1 : M2) = 1 := by
      calc (star A.det * A.det) • (1 : M2)
          = (star A.det * A.det) •
              (Aᴴ * ((Aᴴ)⁻¹ * (1 : M2).adjugate * A⁻¹) * A) := by rw [hk]
        _ = Aᴴ * ((star A.det * A.det) •
              ((Aᴴ)⁻¹ * (1 : M2).adjugate * A⁻¹)) * A := by
            rw [Matrix.mul_smul, Matrix.smul_mul]
        _ = 1 := by rw [← h2, hk]
    have h4 : star A.det * A.det = 1 := by
      simpa using congrFun (congrFun h3 0) 0
    rw [e] at h4
    have h5 : ‖A.det‖ ^ 2 = 1 := by exact_mod_cast h4
    nlinarith [norm_nonneg A.det]
  · intro h X
    have h1 : star A.det * A.det = 1 := by
      rw [e, h]
      norm_num
    rw [conj_slash hA, slash, adjugate_congruence hA, h1, one_smul]
```

For invertible $A$, the identity $S\,\mathrm{slash}(X)\,S^{-1}=\mathrm{slash}(AXA^\dagger)$ holds for all $X$ exactly when $|\det A|=1$.

Write $L=(A^\dagger)^{-1}\operatorname{adj}X\,A^{-1}$. Comparing lower blocks, the identity says $L=|\det A|^2L$. If $|\det A|=1$, this is true for every $X$. Conversely, take $X=1$, so that $L=(A^\dagger)^{-1}A^{-1}$ and $A^\dagger LA=1$. Multiplying the block equation by $A^\dagger$ on the left and by $A$ on the right gives $1=|\det A|^2\cdot1$, and a non-negative number with square one is one.

The Lean proof follows these steps. `fromBlocks_inj` extracts the lower block, `hk` is $A^\dagger LA=1$, and `h3` is the resulting matrix equation, whose upper left entry gives the scalar equation `h4`. The freedom of phase is harmless: replacing $A$ by $e^{i\theta}A$ multiplies all of $S$ by $e^{i\theta}$, which cancels in the conjugation.

```lean
/-- Dirac spinor covariance: for `det A = 1`, conjugation by `S = diag(A, (A†)⁻¹)` turns
`slash X` into `slash (A X A†)`, and `S` commutes with chirality. -/
theorem slash_covariance {A : M2} (hA : A.det = 1) :
    (∀ X : M2, spinRep A * slash X * (spinRep A)⁻¹ = slash (A * X * Aᴴ)) ∧
      spinRep A * chirality = chirality * spinRep A := by
  refine ⟨(covariance_iff (by simp [hA])).2 (by simp [hA]), ?_⟩
  simp [spinRep, chirality, fromBlocks_multiply]
```

Under $\det A=1$ the theorem joins two statements with `∧`, "and". The first is the covariance identity for every $X$, which follows from the previous criterion because $|1|=1$. The second is that $S$ commutes with chirality: in either order the product is $\mathrm{diag}(-A,(A^\dagger)^{-1})$. A boost or rotation of this form therefore does not mix the two chiral blocks.

## The Dirac equation in two frames

```lean
/-- For `det A = 1`, a spinor `ψ` solves the momentum-space Dirac equation for `X` exactly when
`S ψ` solves it for `A X A†` with the same mass parameter. -/
theorem dirac_equation_covariant {A : M2} (hA : A.det = 1) (X : M2) (m : ℂ)
    (ψ : Fin 2 ⊕ Fin 2 → ℂ) :
    slash X *ᵥ ψ = m • ψ ↔
      slash (A * X * Aᴴ) *ᵥ (spinRep A *ᵥ ψ) = m • (spinRep A *ᵥ ψ) := by
  have hU : IsUnit A.det := by simp [hA]
  have hB : IsUnit (Aᴴ).det := by
    rw [Matrix.det_conjTranspose]
    exact hU.star
  have hS : (spinRep A)⁻¹ * spinRep A = 1 := by
    rw [spinRep_inv hU, spinRep, fromBlocks_multiply, Matrix.nonsing_inv_mul _ hU,
      Matrix.mul_nonsing_inv _ hB]
    simp
  -- the intertwining form of covariance
  have hc : slash (A * X * Aᴴ) * spinRep A = spinRep A * slash X := by
    rw [← (slash_covariance hA).1 X, Matrix.mul_assoc, hS, Matrix.mul_one]
  have inj : ∀ v, (spinRep A)⁻¹ *ᵥ (spinRep A *ᵥ v) = v := by
    intro v
    rw [Matrix.mulVec_mulVec, hS, Matrix.one_mulVec]
  rw [Matrix.mulVec_mulVec, hc, ← Matrix.mulVec_mulVec, ← Matrix.mulVec_smul]
  exact ⟨fun h => by rw [h], fun h => by rw [← inj (slash X *ᵥ ψ), h, inj]⟩
```

Here `ψ` is a four-component spinor and `*ᵥ` applies a matrix to a vector. With $X'=AXA^\dagger$, the theorem reads
$$\mathrm{slash}(X)\psi=m\psi\quad\Longleftrightarrow\quad \mathrm{slash}(X')\,S\psi=m\,S\psi.$$
Multiplying the covariance identity by $S$ on the right gives $\mathrm{slash}(X')S=S\,\mathrm{slash}(X)$, called `hc` in the proof. The second equation is therefore $S(\mathrm{slash}(X)\psi)=S(m\psi)$. It follows from the first by applying $S$, and it implies the first by applying $S^{-1}$, which is the role of `inj`.

The parameter $m$ may be any complex number, and no mass-shell condition is assumed. Applying $\mathrm{slash}(X)$ twice shows that a nonzero solution needs $\det X=m^2$; otherwise the equivalence concerns only $\psi=0$.

## Real momenta remain real

```lean
/-- Every Hermitian 2×2 matrix is the matrix of a real four-momentum. -/
theorem exists_momentum {H : M2} (hH : H.IsHermitian) : ∃ q, momentum q = H := by
  have a : (H 0 0).im = 0 := by
    have := congrArg Complex.im (hH.apply 0 0)
    simp at this
    linarith
  have b : (H 1 1).im = 0 := by
    have := congrArg Complex.im (hH.apply 1 1)
    simp at this
    linarith
  have c : (H 0 1).re = (H 1 0).re := by
    rw [← hH.apply 0 1]
    simp
  have d : (H 0 1).im = -(H 1 0).im := by
    rw [← hH.apply 0 1]
    simp
  refine ⟨![((H 0 0).re + (H 1 1).re) / 2, (H 1 0).re, (H 1 0).im,
    ((H 0 0).re - (H 1 1).re) / 2], ?_⟩
  ext i j
  fin_cases i <;> fin_cases j <;> apply Complex.ext <;> simp [momentum, a, b, c, d] <;> ring
```

A Hermitian matrix $H$ has real diagonal entries and $H_{01}=\overline{H_{10}}$. It is therefore the matrix of the four-momentum $q$ with
$$q^0=\tfrac12(H_{00}+H_{11}),\quad q^1=\operatorname{Re}H_{10},\quad q^2=\operatorname{Im}H_{10},\quad q^3=\tfrac12(H_{00}-H_{11}).$$
The proof derives the conditions on the entries as `a` to `d`, names this $q$, and checks the real and imaginary parts of all four entries.

```lean
/-- For `det A = 1`, the map `X ↦ A X A†` takes each real four-momentum to a real four-momentum
with the same Minkowski square. -/
theorem momentum_transform {A : M2} (hA : A.det = 1) (p : Fin 4 → ℝ) :
    ∃ q, momentum q = A * momentum p * Aᴴ ∧ minkowskiSq q = minkowskiSq p := by
  have hp : (momentum p)ᴴ = momentum p := by
    ext i j
    fin_cases i <;> fin_cases j <;> apply Complex.ext <;> simp [momentum]
  have hh : (A * momentum p * Aᴴ).IsHermitian := by
    show (A * momentum p * Aᴴ)ᴴ = A * momentum p * Aᴴ
    rw [Matrix.conjTranspose_mul, Matrix.conjTranspose_mul, Matrix.conjTranspose_conjTranspose,
      hp, Matrix.mul_assoc]
  obtain ⟨q, hq⟩ := exists_momentum hh
  refine ⟨q, hq, ?_⟩
  -- the determinant is multiplicative, and both outer factors have determinant one
  have h : (minkowskiSq q : ℂ) = (minkowskiSq p : ℂ) := by
    rw [← det_momentum q, hq, Matrix.det_mul, Matrix.det_mul, Matrix.det_conjTranspose, hA,
      star_one, one_mul, mul_one, det_momentum]
  exact_mod_cast h

end

end DiracSpinorCovariance
```

For $\det A=1$ and every real four-momentum $p$, there is a real four-momentum $q$ whose matrix is $AP A^\dagger$, where $P=p^0+\mathbf p\cdot\boldsymbol\sigma$, and whose Minkowski square equals that of $p$. Since $P^\dagger=P$,
$$(APA^\dagger)^\dagger=AP^\dagger A^\dagger=APA^\dagger,$$
so the previous theorem supplies $q$. The determinants then give
$$q^\mu q_\mu=\det A\,\det P\,\overline{\det A}=\det P=p^\mu p_\mu.$$
The last line of the proof passes from this equation between complex numbers to the same equation between real ones.

This is what makes $X\mapsto AXA^\dagger$ a Lorentz transformation of momenta. The theorem does not write out its $4\times4$ matrix, and it leaves open which Lorentz transformations arise from some $A$ and whether the sign of the energy is kept for timelike $p$.

```lean
#print axioms DiracSpinorCovariance.slash_sq
#print axioms DiracSpinorCovariance.slash_covariance
#print axioms DiracSpinorCovariance.dirac_equation_covariant
#print axioms DiracSpinorCovariance.momentum_transform
```

```
'DiracSpinorCovariance.slash_sq' depends on axioms: [propext, Classical.choice, Quot.sound]
'DiracSpinorCovariance.slash_covariance' depends on axioms: [propext, Classical.choice, Quot.sound]
'DiracSpinorCovariance.dirac_equation_covariant' depends on axioms: [propext, Classical.choice, Quot.sound]
'DiracSpinorCovariance.momentum_transform' depends on axioms: [propext, Classical.choice, Quot.sound]
```
